# Fejér–Riesz: a nonnegative trigonometric polynomial is |q(exp(ix))|² with q a polynomial of no higher degree

Take the density p(x) = 2 + 2 cos x on a ring. The obvious amplitude, √p(x) = 2|cos(x/2)|, has a kink at x = π and hence infinitely many Fourier components; truncate them and the square is no longer p. A suitable phase repairs this: 1 + exp(ix) has the same squared modulus. In one dimension, any nonnegative density with harmonics up to N is likewise the squared modulus of a single orbital, not necessarily normalised, made of at most N + 1 plane waves.

In Lean 4 with Mathlib:

```lean
import Mathlib

open Polynomial Topology
open Complex (exp I)
open scoped ComplexConjugate ComplexOrder

namespace FejerRiesz
```

Let x be a real angle and c_n complex coefficients, of which only those with |n| ≤ N enter:

p(x) = Σ_{|n|≤N} c_n exp(inx)

```lean
/-- The trigonometric polynomial with Fourier coefficients `c n`, `|n| ≤ N`. -/
noncomputable def trigPoly (N : ℕ) (c : ℤ → ℂ) (x : ℝ) : ℂ :=
  ∑ n ∈ Finset.Icc (-(N : ℤ)) N, c n * exp (n * x * I)
```

Put P(z) = Σ c_n z^(n+N), of degree at most 2N. For z = exp(ix), P(z) = z^N p(x), so p ≥ 0 becomes

P(z) = |P(z)| z^N for |z| = 1.

```lean
/-- On the unit circle, `P z` is a nonnegative real number times `z ^ N`. -/
def PhasePositive (N : ℕ) (P : ℂ[X]) : Prop :=
  ∀ z : ℂ, ‖z‖ = 1 → P.eval z = (‖P.eval z‖ : ℂ) * z ^ N
```

For the converse, a polynomial q with coefficients q_j has the autocorrelation

r_n = Σ_{j−k=n} q_j conj(q_k), 0 ≤ j, k ≤ N.

```lean
/-- The coefficient at lag `n` of the autocorrelation of the coefficients of `q` up to order `N`. -/
noncomputable def autocorr (N : ℕ) (q : ℂ[X]) (n : ℤ) : ℂ :=
  ∑ j ∈ Finset.range (N + 1), ∑ k ∈ Finset.range (N + 1),
    if (j : ℤ) - k = n then q.coeff j * conj (q.coeff k) else 0
```

## Zeros come in mirror pairs

On the circle z conj(z) = 1,

```lean
/-- A complex number of modulus one times its conjugate is one. -/
theorem mul_conj_of_norm_one {z : ℂ} (hz : ‖z‖ = 1) : z * conj z = 1 := by
  rw [Complex.mul_conj, Complex.normSq_eq_norm_sq, hz]
  simp
```

and z = exp(it) for some real t.

```lean
/-- Every complex number of modulus one is a phase factor `exp (i t)` with `t` real. -/
theorem exists_phase {z : ℂ} (hz : ‖z‖ = 1) : ∃ t : ℝ, exp (t * I) = z := by
  have h := Complex.norm_mul_exp_arg_mul_I z
  rw [hz, Complex.ofReal_one, one_mul] at h
  exact ⟨_, h⟩
```

There 1/conj(z) = z, so the phase condition gives

z^(2N) conj(P(1/conj(z))) = |P(z)| z^N = P(z).

The left side is itself a polynomial, Σ conj(P_k) z^(2N−k), called `R` in this proof. It therefore equals P everywhere, P_0 = conj(P_2N), and a zero a ≠ 0 brings the zero 1/conj(a).

```lean
/-- For a phase-positive polynomial `P` of degree at most `2 N`, the coefficients of orders `0` and
`2 N` are conjugates of each other, and `P z = z ^ (2 N) * conj (P (1 / conj z))` for `z ≠ 0`. -/
theorem reciprocal_symmetry {N : ℕ} {P : ℂ[X]} (hd : P.natDegree ≤ 2 * N)
    (h : PhasePositive N P) : P.coeff 0 = conj (P.coeff (2 * N)) ∧
      ∀ z : ℂ, z ≠ 0 → P.eval z = z ^ (2 * N) * conj (P.eval (conj z)⁻¹) := by
  obtain ⟨R, hRd⟩ : ∃ R : ℂ[X], R = ∑ k ∈ Finset.range (2 * N + 1),
    C (conj (P.coeff k)) * X ^ (2 * N - k) := ⟨_, rfl⟩
  have hR : ∀ z : ℂ, z ≠ 0 → R.eval z = z ^ (2 * N) * conj (P.eval (conj z)⁻¹) := by
    intro z hz
    rw [eval_eq_sum_range' (show P.natDegree < 2 * N + 1 by omega), map_sum,
      Finset.mul_sum, hRd, eval_finsetSum]
    refine Finset.sum_congr rfl fun k hk => ?_
    have hk' : k ≤ 2 * N := by have := Finset.mem_range.mp hk; omega
    have e : z ^ (2 * N) = z ^ (2 * N - k) * z ^ k := by
      rw [← pow_add, Nat.sub_add_cancel hk']
    have e2 : z ^ k * z⁻¹ ^ k = 1 := by rw [← mul_pow, mul_inv_cancel₀ hz, one_pow]
    rw [e]
    simp only [eval_mul, eval_C, eval_pow, eval_X, map_mul, map_pow, map_inv₀,
      Complex.conj_conj]
    linear_combination (-(conj (P.coeff k) * z ^ (2 * N - k))) * e2
  -- both polynomials agree on infinitely many points of the circle
  have hPR : P = R := by
    have hne : ∀ n : ℕ, (1 - (n : ℂ) * I) ≠ 0 := fun n h0 => by
      have := congrArg Complex.re h0
      simp at this
    apply eq_of_infinite_eval_eq
    refine Set.infinite_of_injective_forall_mem
      (f := fun n : ℕ => (1 + (n : ℂ) * I) / (1 - (n : ℂ) * I)) ?_ ?_
    · intro m n hmn
      have h1 := (div_eq_div_iff (hne m) (hne n)).mp hmn
      have h2 : (2 * I) * ((m : ℂ) - n) = 0 := by linear_combination h1
      have h3 := (mul_eq_zero.mp h2).resolve_left (by simp)
      exact_mod_cast sub_eq_zero.mp h3
    · intro n
      have e : conj (1 + (n : ℂ) * I) = 1 - n * I := by simp [sub_eq_add_neg]
      have hz : ‖(1 + (n : ℂ) * I) / (1 - (n : ℂ) * I)‖ = 1 := by
        rw [norm_div, ← RCLike.norm_conj (1 + (n : ℂ) * I), e,
          div_self (norm_ne_zero_iff.mpr (hne n))]
      generalize (1 + (n : ℂ) * I) / (1 - (n : ℂ) * I) = z at hz
      have hm := mul_conj_of_norm_one hz
      have hp := h z hz
      have hc : conj (P.eval z) = (‖P.eval z‖ : ℂ) * conj z ^ N := by
        conv_lhs => rw [hp]
        rw [map_mul, Complex.conj_ofReal, map_pow]
      change P.eval z = R.eval z
      rw [hR z (left_ne_zero_of_mul_eq_one hm), inv_eq_of_mul_eq_one_left hm, hc]
      calc P.eval z = (‖P.eval z‖ : ℂ) * z ^ N := hp
        _ = (‖P.eval z‖ : ℂ) * z ^ N * (z * conj z) ^ N := by rw [hm, one_pow, mul_one]
        _ = _ := by rw [mul_pow]; ring
  refine ⟨?_, fun z hz => by rw [← hR z hz, ← hPR]⟩
  rw [coeff_zero_eq_eval_zero]
  conv_lhs => rw [hPR, hRd]
  rw [eval_finsetSum, Finset.sum_range_succ, Finset.sum_eq_zero]
  · simp
  · intro k hk
    have hk' : 2 * N - k ≠ 0 := by have := Finset.mem_range.mp hk; omega
    rw [eval_mul, eval_pow, eval_X, zero_pow hk', mul_zero]
```

The passage from circle to plane is Mathlib's `eq_of_infinite_eval_eq`: polynomials that agree at infinitely many points are equal. The points supplied are (1 + ni)/(1 − ni) for natural n, all distinct and of modulus one.

If a = exp(it) is a zero on the circle, it is its own mirror image. But g(x) = exp(−iNx) P(exp(ix)) = |P(exp(ix))| has a minimum at t, so

0 = g′(t) = exp(−iNt) P′(a) i a,

and P′(a) = 0.

```lean
/-- At a zero on the unit circle, the derivative of a phase-positive polynomial vanishes too. -/
theorem circle_zero_is_double {N : ℕ} {P : ℂ[X]} (h : PhasePositive N P) {a : ℂ}
    (ha : ‖a‖ = 1) (h0 : P.eval a = 0) : P.derivative.eval a = 0 := by
  obtain ⟨t, ht⟩ := exists_phase ha
  have hu : DifferentiableAt ℂ (fun w : ℂ => exp (-(N * w * I))) t := by fun_prop
  have hE := ((hasDerivAt_id' (t : ℂ)).mul_const I).cexp
  have hP := HasDerivAt.comp (h := fun w : ℂ => exp (w * I)) (t : ℂ) (P.hasDerivAt _) hE
  obtain ⟨D, hD⟩ : ∃ D, D = exp (-(N * t * I)) * (P.derivative.eval a * (a * I)) := ⟨_, rfl⟩
  have hG : HasDerivAt (fun x : ℝ => exp (-(N * x * I)) * P.eval (exp (x * I))) D t :=
    (hu.hasDerivAt.mul hP).comp_ofReal.congr_deriv (by simp [hD, ht, h0])
  have hr : ∀ x : ℝ, exp (-(N * x * I)) * P.eval (exp (x * I)) =
      (‖P.eval (exp (x * I))‖ : ℂ) := by
    intro x
    have hx := h (exp (x * I)) (Complex.norm_exp_ofReal_mul_I x)
    have he : exp (-(N * x * I)) * exp (x * I) ^ N = 1 := by
      rw [← Complex.exp_nat_mul, ← Complex.exp_add]
      simp [mul_assoc]
    linear_combination exp (-(N * x * I)) * hx + (‖P.eval (exp (x * I))‖ : ℂ) * he
  have hG2 := hG.congr_of_eventuallyEq (Filter.Eventually.of_forall fun x => (hr x).symm)
  have h1 := Complex.reCLM.hasFDerivAt.comp_hasDerivAt t hG2
  have h2 := Complex.imCLM.hasFDerivAt.comp_hasDerivAt t hG2
  have hre : HasDerivAt (fun x : ℝ => ‖P.eval (exp (x * I))‖) D.re t := h1
  have him : HasDerivAt (fun _ : ℝ => (0 : ℝ)) D.im t := h2
  -- the modulus has a minimum at the zero
  have hmin : IsLocalMin (fun x : ℝ => ‖P.eval (exp (x * I))‖) t :=
    Filter.Eventually.of_forall fun x => by simp [ht, h0]
  have hD0 : D = 0 := Complex.ext (hmin.hasDerivAt_eq_zero hre)
    (him.unique (hasDerivAt_const t (0 : ℝ)))
  have ha0 : a ≠ 0 := left_ne_zero_of_mul_eq_one (mul_conj_of_norm_one ha)
  rw [hD] at hD0
  exact (mul_eq_zero.mp ((mul_eq_zero.mp hD0).resolve_left
    (Complex.exp_ne_zero _))).resolve_right (mul_ne_zero ha0 Complex.I_ne_zero)
```

## Splitting off a pair

Now let P satisfy the condition at order N + 1, with a zero a ≠ 0. Write P = (z − a)S. Then S(1/conj(a)) = 0, by mirror symmetry off the circle and by S(a) = P′(a) = 0 on it. Hence

P(z) = (z − a)(1 − conj(a) z) R(z), deg R ≤ 2N.

On the circle the first two factors give z|z − a|². Cancelling this leaves R(z) = |R(z)| z^N for z ≠ a, and continuity supplies z = a.

```lean
/-- A nonzero root `a` of a phase-positive polynomial of degree at most `2 (N + 1)` splits off
a factor of modulus `|z - a|²` on the circle and leaves a phase-positive polynomial. -/
theorem peel_zero {N : ℕ} {P : ℂ[X]} {a : ℂ} (hd : P.natDegree ≤ 2 * (N + 1))
    (h : PhasePositive (N + 1) P) (ha0 : a ≠ 0) (ha : P.eval a = 0) :
    ∃ R : ℂ[X], R.natDegree ≤ 2 * N ∧ PhasePositive N R ∧
      ∀ z : ℂ, ‖z‖ = 1 → ‖P.eval z‖ = ‖z - a‖ ^ 2 * ‖R.eval z‖ := by
  have hca : conj a * (conj a)⁻¹ = 1 := mul_inv_cancel₀ (by simpa using ha0)
  obtain ⟨R, hRn, hR⟩ : ∃ R : ℂ[X], R.natDegree ≤ 2 * N ∧
      ∀ z, P.eval z = (z - a) * (1 - conj a * z) * R.eval z := by
    have hS : (X - C a) * (P /ₘ (X - C a)) = P := mul_divByMonic_eq_iff_isRoot.mpr ha
    have hSn : (P /ₘ (X - C a)).natDegree ≤ 2 * N + 1 := by
      rw [natDegree_divByMonic _ (monic_X_sub_C a), natDegree_X_sub_C]; omega
    generalize P /ₘ (X - C a) = S at hS hSn
    -- the mirror image of `a` in the circle is a root of the quotient
    have hS0 : S.eval (conj a)⁻¹ = 0 := by
      by_cases hn : ‖a‖ = 1
      · have hder := circle_zero_is_double h hn ha
        rw [← hS] at hder
        rw [inv_eq_of_mul_eq_one_left (mul_conj_of_norm_one hn)]
        simpa [derivative_mul] using hder
      · have hw := (reciprocal_symmetry hd h).2 (conj a)⁻¹ (by simpa using ha0)
        rw [map_inv₀, Complex.conj_conj, inv_inv, ha, map_zero, mul_zero, ← hS,
          eval_mul] at hw
        refine (mul_eq_zero.mp hw).resolve_left fun hc => hn ?_
        rw [eval_sub, eval_X, eval_C, sub_eq_zero] at hc
        rw [hc, mul_comm, Complex.mul_conj, Complex.normSq_eq_norm_sq] at hca
        have h2 : ‖a‖ ^ 2 = 1 := by exact_mod_cast hca
        exact (pow_eq_one_iff_of_nonneg (norm_nonneg a) two_ne_zero).mp h2
    have hT : (X - C (conj a)⁻¹) * (S /ₘ (X - C (conj a)⁻¹)) = S :=
      mul_divByMonic_eq_iff_isRoot.mpr hS0
    have hTn : (S /ₘ (X - C (conj a)⁻¹)).natDegree ≤ 2 * N := by
      rw [natDegree_divByMonic _ (monic_X_sub_C _), natDegree_X_sub_C]; omega
    generalize S /ₘ (X - C (conj a)⁻¹) = T at hT hTn
    refine ⟨C (-(conj a)⁻¹) * T, (natDegree_C_mul_le _ _).trans hTn, fun z => ?_⟩
    rw [← hS, ← hT]
    simp only [eval_mul, eval_sub, eval_X, eval_C]
    linear_combination (-(z - a) * T.eval z * z) * hca
  have hfac : ∀ z : ℂ, ‖z‖ = 1 → P.eval z = z * (‖z - a‖ : ℂ) ^ 2 * R.eval z := by
    intro z hz
    have hq : (z - a) * conj (z - a) = (‖z - a‖ : ℂ) ^ 2 := by
      rw [Complex.mul_conj, Complex.normSq_eq_norm_sq, Complex.ofReal_pow]
    rw [map_sub] at hq
    linear_combination hR z + z * R.eval z * hq
      - (z - a) * R.eval z * mul_conj_of_norm_one hz
  have hnorm : ∀ z : ℂ, ‖z‖ = 1 → ‖P.eval z‖ = ‖z - a‖ ^ 2 * ‖R.eval z‖ := by
    intro z hz
    rw [hfac z hz, norm_mul, norm_mul, hz, one_mul, norm_pow, Complex.norm_real, norm_norm]
  have hoff : ∀ z : ℂ, ‖z‖ = 1 → z ≠ a → R.eval z = (‖R.eval z‖ : ℂ) * z ^ N := by
    intro z hz hza
    have e := h z hz
    rw [hnorm z hz, hfac z hz] at e
    push_cast at e
    have hn : (‖z - a‖ : ℂ) ≠ 0 := by
      exact_mod_cast norm_ne_zero_iff.mpr (sub_ne_zero.mpr hza)
    apply mul_left_cancel₀ (mul_ne_zero
      (left_ne_zero_of_mul_eq_one (mul_conj_of_norm_one hz)) (pow_ne_zero 2 hn))
    linear_combination e
  refine ⟨R, hRn, fun z hz => ?_, hnorm⟩
  -- continuity along the circle covers the point `a` itself
  obtain ⟨t, ht⟩ := exists_phase hz
  have hE := ((hasDerivAt_id' (t : ℂ)).mul_const I).cexp.comp_ofReal
  have ev : ∀ᶠ x : ℝ in 𝓝[≠] t, exp (x * I) ≠ a := hE.eventually_ne (by simp)
  have hf : Continuous (fun x : ℝ => R.eval (exp (x * I))) :=
    R.continuous.comp (by fun_prop)
  have hg : Continuous (fun x : ℝ => (‖R.eval (exp (x * I))‖ : ℂ) * exp (x * I) ^ N) :=
    (Complex.continuous_ofReal.comp hf.norm).mul (by fun_prop)
  have hlim := tendsto_nhds_unique_of_eventuallyEq
    ((hf.tendsto t).mono_left nhdsWithin_le_nhds)
    ((hg.tendsto t).mono_left nhdsWithin_le_nhds)
    (ev.mono fun x hx => hoff _ (Complex.norm_exp_ofReal_mul_I x) hx)
  simpa only [ht] using hlim
```

Induction on N builds Q with |P| = |Q|² on the circle. For N = 0, P is a constant b and Q = √|b|. In the step to N + 1:

- If P_0 = 0, the top coefficient P_(2N+2) vanishes too, and P/z satisfies the condition at order N.
- Otherwise P has a nonzero root. Take the member a of its mirror pair with |a| ≥ 1, split it off, and multiply the Q obtained for R by (z − a).

```lean
/-- A phase-positive polynomial of degree at most `2 N` has on the circle the modulus `|Q|²`,
with `Q` of degree at most `N` and either zero or without zeros in the open unit disc. -/
theorem spectral_factor (N : ℕ) : ∀ P : ℂ[X], P.natDegree ≤ 2 * N → PhasePositive N P →
    ∃ Q : ℂ[X], Q.natDegree ≤ N ∧ (∀ z : ℂ, ‖z‖ = 1 → ‖P.eval z‖ = ‖Q.eval z‖ ^ 2) ∧
      (Q = 0 ∨ ∀ z : ℂ, ‖z‖ < 1 → Q.eval z ≠ 0) := by
  induction N with
  | zero =>
    intro P hd _
    have hP := eq_C_of_natDegree_le_zero (show P.natDegree ≤ 0 by omega)
    generalize P.coeff 0 = b at hP
    refine ⟨C ((Real.sqrt ‖b‖ : ℝ) : ℂ), by simp, fun z _ => ?_, ?_⟩
    · rw [hP, eval_C, eval_C, Complex.norm_real, Real.norm_eq_abs, sq_abs,
        Real.sq_sqrt (norm_nonneg _)]
    · by_cases hc : Real.sqrt ‖b‖ = 0
      · left
        rw [hc]
        simp
      · right
        intro z _
        rw [eval_C]
        exact_mod_cast hc
  | succ N ih =>
    intro P hd h
    obtain ⟨hsym, hrec⟩ := reciprocal_symmetry hd h
    by_cases hc : P.coeff 0 = 0
    · -- both outer coefficients vanish: divide by `z`
      have htop : P.coeff (2 * (N + 1)) = 0 := by
        rw [hc] at hsym
        simpa using hsym.symm
      have hX : ∀ z, P.eval z = P.divX.eval z * z := fun z => by
        conv_lhs => rw [← divX_mul_X_add P, hc]
        simp
      have hn : ∀ z : ℂ, ‖z‖ = 1 → ‖P.eval z‖ = ‖P.divX.eval z‖ := fun z hz => by
        rw [hX, norm_mul, hz, mul_one]
      obtain ⟨Q, hQ, hQe, hQ0⟩ := ih P.divX (by
        rw [natDegree_le_iff_coeff_eq_zero]
        intro k hk
        rw [coeff_divX]
        rcases eq_or_ne (k + 1) (2 * (N + 1)) with e | e
        · rw [e, htop]
        · exact coeff_eq_zero_of_natDegree_lt (by omega)) (fun z hz => by
        have e := h z hz
        rw [hn z hz, hX] at e
        apply mul_right_cancel₀ (left_ne_zero_of_mul_eq_one (mul_conj_of_norm_one hz))
        linear_combination e)
      exact ⟨Q, by omega, fun z hz => by rw [hn z hz, hQe z hz], hQ0⟩
    · have htop : P.coeff (2 * (N + 1)) ≠ 0 := fun h0 => hc (by rw [hsym, h0, map_zero])
      have hpos : 0 < P.natDegree := by
        have := le_natDegree_of_ne_zero htop
        omega
      obtain ⟨b, hb⟩ := Complex.exists_root (natDegree_pos_iff_degree_pos.mp hpos)
      have hb' : P.eval b = 0 := hb
      have hb0 : b ≠ 0 := fun e => hc (by
        rw [e] at hb'
        rw [coeff_zero_eq_eval_zero, hb'])
      -- of each mirror pair of roots take the one outside the open disc
      obtain ⟨a, ha1, ha⟩ : ∃ a : ℂ, 1 ≤ ‖a‖ ∧ P.eval a = 0 := by
        rcases le_total 1 ‖b‖ with hl | hl
        · exact ⟨b, hl, hb'⟩
        · refine ⟨(conj b)⁻¹, ?_, ?_⟩
          · rw [norm_inv, RCLike.norm_conj]
            exact (one_le_inv₀ (norm_pos_iff.mpr hb0)).mpr hl
          · rw [hrec _ (by simpa using hb0), map_inv₀, Complex.conj_conj, inv_inv, hb',
              map_zero, mul_zero]
      have ha0 : a ≠ 0 := norm_pos_iff.mp (by linarith)
      obtain ⟨R, hRn, hRp, hRe⟩ := peel_zero hd h ha0 ha
      obtain ⟨Q, hQ, hQe, hQ0⟩ := ih R hRn hRp
      refine ⟨(X - C a) * Q, ?_, fun z hz => ?_, ?_⟩
      · have := natDegree_mul_le (p := X - C a) (q := Q)
        rw [natDegree_X_sub_C] at this
        omega
      · rw [hRe z hz, hQe z hz, eval_mul, eval_sub, eval_X, eval_C, norm_mul, mul_pow]
      · rcases hQ0 with h0 | h0
        · left
          rw [h0, mul_zero]
        · right
          intro z hz
          rw [eval_mul, eval_sub, eval_X, eval_C]
          refine mul_ne_zero (fun e => ?_) (h0 z hz)
          rw [sub_eq_zero.mp e] at hz
          linarith
```

## Back to Fourier sums

Since p(x) = |P(exp(ix))|, Q is the required q. In `fejer_riesz`, `0 ≤ trigPoly N c x` uses the order on ℂ: the value is real and nonnegative. This is assumed at every real x; for N ≥ 1, positivity on a finite sampling grid alone does not establish it.

```lean
/-- **Fejér–Riesz theorem.** A real nonnegative trigonometric polynomial of degree at most `N`
is `|q(exp(ix))|²` with `q` a polynomial of degree at most `N` that is either zero or has no
zero in the open unit disc. -/
theorem fejer_riesz (N : ℕ) (c : ℤ → ℂ) (h : ∀ x : ℝ, 0 ≤ trigPoly N c x) :
    ∃ q : ℂ[X], q.natDegree ≤ N ∧
      (∀ x : ℝ, trigPoly N c x = ((‖q.eval (exp (x * I))‖ ^ 2 : ℝ) : ℂ)) ∧
      (q = 0 ∨ ∀ z : ℂ, ‖z‖ < 1 → q.eval z ≠ 0) := by
  obtain ⟨P, hP⟩ : ∃ P : ℂ[X], P = ∑ n ∈ Finset.Icc (-(N : ℤ)) N,
    C (c n) * X ^ (n + N).toNat := ⟨_, rfl⟩
  have hd : P.natDegree ≤ 2 * N := by
    rw [hP]
    refine natDegree_sum_le_of_forall_le _ _ fun n hn => ?_
    rw [Finset.mem_Icc] at hn
    exact (natDegree_C_mul_X_pow_le _ _).trans (by omega)
  -- on the circle `P` is `z ^ N` times the trigonometric polynomial
  have hev : ∀ x : ℝ, P.eval (exp (x * I)) = exp (x * I) ^ N * trigPoly N c x := by
    intro x
    rw [trigPoly, hP, eval_finsetSum, Finset.mul_sum]
    refine Finset.sum_congr rfl fun n hn => ?_
    rw [Finset.mem_Icc] at hn
    have e : exp (x * I) ^ (n + N).toNat = exp (x * I) ^ N * exp (n * x * I) := by
      rw [← zpow_natCast (exp (x * I)) (n + N).toNat, Int.toNat_of_nonneg (by omega),
        zpow_add₀ (Complex.exp_ne_zero _), zpow_natCast, mul_assoc (n : ℂ),
        Complex.exp_int_mul]
      exact mul_comm _ _
    rw [eval_mul, eval_C, eval_pow, eval_X, e]
    ring
  have hn : ∀ x : ℝ, ‖P.eval (exp (x * I))‖ = ‖trigPoly N c x‖ := fun x => by
    rw [hev, norm_mul, norm_pow, Complex.norm_exp_ofReal_mul_I, one_pow, one_mul]
  have hreal : ∀ x : ℝ, trigPoly N c x = (‖trigPoly N c x‖ : ℂ) := by
    intro x
    obtain ⟨h1, h2⟩ := Complex.nonneg_iff.mp (h x)
    have e : trigPoly N c x = ((trigPoly N c x).re : ℂ) :=
      Complex.ext (by simp) (by simpa using h2.symm)
    have e2 : ‖trigPoly N c x‖ = (trigPoly N c x).re := by
      conv_lhs => rw [e]
      rw [Complex.norm_real, Real.norm_of_nonneg h1]
    rw [e2]
    exact e
  obtain ⟨q, hq, hqe, hq0⟩ := spectral_factor N P hd (fun z hz => by
    obtain ⟨t, rfl⟩ := exists_phase hz
    rw [hn, ← hreal, hev, mul_comm])
  refine ⟨q, hq, fun x => ?_, hq0⟩
  rw [← hqe _ (Complex.norm_exp_ofReal_mul_I x), hn]
  exact hreal x
```

If p > 0, then q is not zero, and a zero of q at exp(it) would give p(t) = 0. So the closed disc is free of zeros.

```lean
/-- If the trigonometric polynomial is real and strictly positive, the factor `q` can be chosen
without zeros in the closed unit disc. -/
theorem fejer_riesz_of_pos (N : ℕ) (c : ℤ → ℂ) (h : ∀ x : ℝ, 0 < trigPoly N c x) :
    ∃ q : ℂ[X], q.natDegree ≤ N ∧
      (∀ x : ℝ, trigPoly N c x = ((‖q.eval (exp (x * I))‖ ^ 2 : ℝ) : ℂ)) ∧
      ∀ z : ℂ, ‖z‖ ≤ 1 → q.eval z ≠ 0 := by
  obtain ⟨q, hq, hqe, hq0⟩ := fejer_riesz N c fun x => (h x).le
  have hcirc : ∀ x : ℝ, q.eval (exp (x * I)) ≠ 0 := fun x h0 =>
    (h x).ne' (by rw [hqe, h0]; simp)
  refine ⟨q, hq, hqe, fun z hz => ?_⟩
  rcases hz.lt_or_eq with hlt | heq
  · refine hq0.resolve_left (fun e => hcirc 0 ?_) z hlt
    rw [e, eval_zero]
  · obtain ⟨t, rfl⟩ := exists_phase heq
    exact hcirc t
```

Conversely, expand and collect terms with j − k = n:

|q(exp(ix))|² = Σ_{j,k} q_j conj(q_k) exp(i(j−k)x) = Σ_{|n|≤N} r_n exp(inx)

```lean
/-- Conversely, for `q` of degree at most `N`, `|q(exp(ix))|²` is the trigonometric polynomial
whose Fourier coefficients are the autocorrelation of the coefficients of `q`. -/
theorem trigPoly_autocorr (N : ℕ) (q : ℂ[X]) (hq : q.natDegree ≤ N) (x : ℝ) :
    trigPoly N (autocorr N q) x = ((‖q.eval (exp (x * I))‖ ^ 2 : ℝ) : ℂ) := by
  rw [← Complex.normSq_eq_norm_sq, ← Complex.mul_conj,
    eval_eq_sum_range' (show q.natDegree < N + 1 by omega), map_sum, Finset.sum_mul_sum]
  simp only [trigPoly, autocorr, Finset.sum_mul]
  rw [Finset.sum_comm]
  refine Finset.sum_congr rfl fun j hj => ?_
  rw [Finset.sum_comm]
  refine Finset.sum_congr rfl fun k hk => ?_
  rw [Finset.mem_range] at hj hk
  -- only the frequency `n = j - k` contributes
  simp only [ite_mul, zero_mul]
  rw [Finset.sum_ite_eq, if_pos (Finset.mem_Icc.mpr ⟨by omega, by omega⟩)]
  have e : exp (((j : ℤ) - (k : ℤ) : ℤ) * x * I) =
      exp (x * I) ^ j * conj (exp (x * I)) ^ k := by
    rw [← Complex.exp_conj, ← Complex.exp_nat_mul, ← Complex.exp_nat_mul, ← Complex.exp_add]
    congr 1
    rw [map_mul, Complex.conj_ofReal, Complex.conj_I]
    push_cast
    ring
  rw [e, map_mul, map_pow]
  ring

end FejerRiesz
```

## The case 5 + 4 cos x

Here N = 1, c_0 = 5 and c_1 = c_(−1) = 2, so

P(z) = 2 + 5z + 2z² = (z + 2)(1 + 2z).

The zeros −2 and −1/2 are mirror images. Keeping −2 gives q(z) = z + 2, and its autocorrelation returns r_0 = 4 + 1 = 5 and r_1 = r_(−1) = 2.

```lean
#print axioms FejerRiesz.fejer_riesz
#print axioms FejerRiesz.fejer_riesz_of_pos
#print axioms FejerRiesz.trigPoly_autocorr
```

```
'FejerRiesz.fejer_riesz' depends on axioms: [propext, Classical.choice, Quot.sound]
'FejerRiesz.fejer_riesz_of_pos' depends on axioms: [propext, Classical.choice, Quot.sound]
'FejerRiesz.trigPoly_autocorr' depends on axioms: [propext, Classical.choice, Quot.sound]
```
